# Coriolis matrices of a complete orthonormal set of displacements obey the rotation algebra with reversed sign

Q: You take the modes to be an orthonormal basis of the whole \(3N\)-dimensional displacement space. My molecule has \(3N-6\) vibrations, or \(3N-5\) if it is linear. Why are translations and rotations in the list?

A: Because the identities multiply Coriolis matrices, and a matrix product sums over intermediate modes. The proofs remove that sum by using the completeness of the set, and with an incomplete set the identities can fail. Your usual constants are still there, as the block of each matrix whose two indices are both vibrations, but the identities hold for the full matrices and in general not for that block alone.

In the code, `ι` labels the atoms and `κ` the modes, both finite. A basis indexed by `κ` exists only if `κ` has \(3N\) elements, so the count needs no separate assumption.

In Lean 4 with Mathlib:

```lean
import Mathlib

open Matrix
open scoped Kronecker

namespace CoriolisAlgebra

noncomputable section

variable {ι κ : Type*} [Fintype ι] [DecidableEq ι] [Fintype κ] [DecidableEq κ]
```

Q: Where are the masses?

A: In the meaning of the coordinates. For normal modes, read the space as mass-weighted Cartesian displacements, in which the mode vectors are orthonormal. The theorems use nothing else about the molecule: no equilibrium geometry, force field or Eckart conditions. They hold for any orthonormal basis.

Write \(l_{ik}\in\mathbb R^3\) for the part of mode \(k\) that belongs to atom \(i\). The code extracts it with `displacement`, and `axis s` is the Cartesian unit vector \(e_s\), with 0, 1, 2 for \(x, y, z\).

```lean
/-- The displacement vector of atom `i` in the collective displacement `v`. -/
def displacement (v : EuclideanSpace ℝ (ι × Fin 3)) (i : ι) : Fin 3 → ℝ :=
  fun a => v (i, a)

/-- The Cartesian unit vector along axis `s` (0, 1, 2 for x, y, z). -/
def axis (s : Fin 3) : Fin 3 → ℝ := Pi.single s 1
```

Q: And the Coriolis constants themselves?

A: For any fixed vector \(u\),
\[
\zeta(u)_{km}=\sum_i u\cdot(l_{ik}\times l_{im}),
\]
and \(\zeta^s=\zeta(e_s)\) is the usual matrix for axis \(s\). Keeping \(u\) general lets one calculation serve all three axes.

```lean
/-- The Coriolis matrix along `u`: its entry for modes `k`, `m` is the sum over atoms
of `u · (l_k × l_m)`. -/
def coriolis (l : κ → EuclideanSpace ℝ (ι × Fin 3)) (u : Fin 3 → ℝ) : Matrix κ κ ℝ :=
  Matrix.of fun k m => ∑ i, u ⬝ᵥ (displacement (l k) i ⨯₃ displacement (l m) i)
```

Q: A sum of triple products doesn't look like something with an algebra.

A: It does once it is written as a rotation generator. Collect the modes as columns of a matrix \(M\), with \(M_{(i,a),k}=(l_{ik})_a\). If a \(3\times3\) matrix \(A\) acts on the displacement of every atom, its matrix between modes is
\[
R(A)=M^{T}(1\otimes A)M,\qquad R(A)_{km}=\sum_i l_{ik}\cdot A\,l_{im}.
\]
Let \(J(u)\) be the matrix of \(w\mapsto u\times w\). Since \(u\cdot(a\times b)=-a\cdot(u\times b)\), we get \(\zeta(u)=-R(J(u))\). In the code \(M\), \(R\) and \(J\) are `modeMatrix`, `inModes` and `rotGen`.

```lean
/-- The matrix whose columns are the mode vectors. -/
def modeMatrix (l : κ → EuclideanSpace ℝ (ι × Fin 3)) : Matrix (ι × Fin 3) κ ℝ :=
  Matrix.of fun p k => l k p

/-- The matrix, between modes, of the operation that applies `A` to the displacement
of every atom. -/
def inModes (l : κ → EuclideanSpace ℝ (ι × Fin 3)) (A : Matrix (Fin 3) (Fin 3) ℝ) :
    Matrix κ κ ℝ :=
  (modeMatrix l)ᵀ * ((1 : Matrix ι ι ℝ) ⊗ₖ A) * modeMatrix l

/-- The generator of rotations about `u`, the matrix of `v ↦ u × v`. -/
def rotGen (u : Fin 3 → ℝ) : Matrix (Fin 3) (Fin 3) ℝ :=
  !![0, -u 2, u 1; u 2, 0, -u 0; -u 1, u 0, 0]
```

Q: Where exactly does completeness enter?

A: Orthonormality gives \(M^TM=1\), and completeness gives \(MM^T=1\). The proof takes the second from the expansion of an inner product in the basis, `sum_inner_mul_inner`, applied to two Cartesian unit vectors. The first is the orthonormality condition, entry by entry.

```lean
/-- The mode matrix of an orthonormal basis is orthogonal: the modes are complete and
orthonormal. -/
theorem modeMatrix_orthogonal (l : OrthonormalBasis κ ℝ (EuclideanSpace ℝ (ι × Fin 3))) :
    modeMatrix ⇑l * (modeMatrix ⇑l)ᵀ = 1 ∧ (modeMatrix ⇑l)ᵀ * modeMatrix ⇑l = 1 := by
  constructor
  · ext p q
    have h := l.sum_inner_mul_inner (EuclideanSpace.single p 1) (EuclideanSpace.single q 1)
    simp [EuclideanSpace.inner_single_left, EuclideanSpace.inner_single_right] at h
    by_cases hpq : p = q
    · subst hpq
      simpa [modeMatrix, Matrix.mul_apply] using h
    · simpa [modeMatrix, Matrix.mul_apply, Matrix.one_apply, hpq, Ne.symm hpq] using h
  · ext k m
    have h := orthonormal_iff_ite.mp l.orthonormal k m
    rw [PiLp.inner_apply] at h
    simp only [RCLike.inner_apply, conj_trivial] at h
    rw [Matrix.one_apply, ← h, Matrix.mul_apply]
    exact Finset.sum_congr rfl fun p _ => mul_comm _ _
```

The map \(R\) is linear for any family of vectors, because matrix products and the Kronecker product distribute over sums and real multiples.

```lean
omit [Fintype κ] [DecidableEq κ] in
/-- Passing to the modes respects sums and real multiples of atomic operations. -/
theorem inModes_linear (l : κ → EuclideanSpace ℝ (ι × Fin 3))
    (A B : Matrix (Fin 3) (Fin 3) ℝ) (c : ℝ) :
    inModes l (A + B) = inModes l A + inModes l B ∧ inModes l (c • A) = c • inModes l A := by
  constructor
  · simp only [inModes, Matrix.kronecker_add, Matrix.mul_add, Matrix.add_mul]
  · simp only [inModes, Matrix.kronecker_smul, Matrix.mul_smul, Matrix.smul_mul]
```

Products are where completeness is used:
\[
R(A)R(B)=M^T(1\otimes A)\,MM^T\,(1\otimes B)M=M^T(1\otimes AB)M=R(AB).
\]
The `calc` block regroups the factors until \(MM^T\) stands alone, then replaces it by 1.

```lean
/-- In a complete orthonormal set of modes, successive atomic operations are represented by the
product of their matrices. -/
theorem inModes_mul (l : OrthonormalBasis κ ℝ (EuclideanSpace ℝ (ι × Fin 3)))
    (A B : Matrix (Fin 3) (Fin 3) ℝ) :
    inModes ⇑l A * inModes ⇑l B = inModes ⇑l (A * B) := by
  have hk : (1 : Matrix ι ι ℝ) ⊗ₖ (A * B) = ((1 : Matrix ι ι ℝ) ⊗ₖ A) * (1 ⊗ₖ B) := by
    rw [← Matrix.mul_kronecker_mul, Matrix.one_mul]
  unfold inModes
  rw [hk]
  -- completeness removes the sum over intermediate modes
  calc _ = (modeMatrix ⇑l)ᵀ * ((1 : Matrix ι ι ℝ) ⊗ₖ A) * (modeMatrix ⇑l * (modeMatrix ⇑l)ᵀ)
        * ((1 : Matrix ι ι ℝ) ⊗ₖ B) * modeMatrix ⇑l := by simp only [Matrix.mul_assoc]
    _ = _ := by
      rw [(modeMatrix_orthogonal l).1, Matrix.mul_one]
      simp only [Matrix.mul_assoc]
```

Q: I'd like to see the minus sign in \(\zeta(u)=-R(J(u))\) checked, since the sign of the commutator depends on it.

A: That is `coriolis_eq`. Its auxiliary statement `h` says that \(1\otimes J(u)\) acts on each atom separately, so only the term for the same atom survives. What remains is the triple-product identity for one atom, which `ring` verifies in components. Completeness isn't needed here either.

```lean
omit [Fintype κ] [DecidableEq κ] in
/-- The Coriolis matrix along `u` is minus the rotation generator about `u`, applied to
all atoms and written in the modes. -/
theorem coriolis_eq (l : κ → EuclideanSpace ℝ (ι × Fin 3)) (u : Fin 3 → ℝ) :
    coriolis l u = -inModes l (rotGen u) := by
  -- the generator acts on each atom separately
  have h : ∀ i a m, (((1 : Matrix ι ι ℝ) ⊗ₖ rotGen u) * modeMatrix l) (i, a) m
      = ∑ b, rotGen u a b * l m (i, b) := by
    intro i a m
    rw [Matrix.mul_apply, Fintype.sum_prod_type, Finset.sum_eq_single i]
    · simp [modeMatrix]
    · intro j _ hj
      simp [Matrix.one_apply_ne hj.symm]
    · simp
  ext k m
  rw [inModes, Matrix.mul_assoc, Matrix.neg_apply, Matrix.mul_apply, Fintype.sum_prod_type,
    ← Finset.sum_neg_distrib]
  simp only [h, coriolis, Matrix.of_apply]
  refine Finset.sum_congr rfl fun i _ => ?_
  simp [dotProduct, Fin.sum_univ_three, cross_apply, rotGen, modeMatrix, displacement]
  ring
```

Q: Then the commutator should follow from ordinary vector algebra.

A: Yes. The Jacobi identity for the cross product reads
\[
u\times(v\times w)-v\times(u\times w)=(u\times v)\times w,
\]
so \([J(u),J(v)]=J(u\times v)\). The two minus signs cancel in each product of \(\zeta\)'s, while one remains on the right:
\[
[\zeta(u),\zeta(v)]=R([J(u),J(v)])=R(J(u\times v))=-\zeta(u\times v).
\]
In the proof, `hJ` is the \(3\times3\) identity, checked on its nine entries, and `inModes_mul` carries it to the modes.

```lean
/-- Coriolis matrices of a complete orthonormal set of modes obey the rotation algebra with reversed
sign: the commutator along `u` and `v` is minus the matrix along `u × v`. -/
theorem coriolis_commutator (l : OrthonormalBasis κ ℝ (EuclideanSpace ℝ (ι × Fin 3)))
    (u v : Fin 3 → ℝ) :
    coriolis ⇑l u * coriolis ⇑l v - coriolis ⇑l v * coriolis ⇑l u
      = -coriolis ⇑l (u ⨯₃ v) := by
  have hJ : rotGen u * rotGen v = rotGen v * rotGen u + rotGen (u ⨯₃ v) := by
    ext a b
    fin_cases a <;> fin_cases b <;>
      simp [rotGen, Matrix.mul_apply, Fin.sum_univ_three, cross_apply] <;> ring
  simp only [coriolis_eq, neg_mul_neg, inModes_mul, neg_neg]
  rw [hJ, (inModes_linear _ _ _ 1).1, add_sub_cancel_left]
```

Q: And the cube?

A: From \(u\times(u\times w)=u\,(u\cdot w)-(u\cdot u)\,w\), one more cross product with \(u\) removes the first term, so \(J(u)^3=-(u\cdot u)J(u)\). Hence
\[
\zeta(u)^3=-R(J(u)^3)=(u\cdot u)R(J(u))=-(u\cdot u)\,\zeta(u).
\]
The code checks the identity for \(J(u)^3\) entry by entry (`hJ`), then carries it to the modes, using `inModes_mul` twice to combine three factors.

```lean
/-- For an orthonormal basis of displacements, the cube of the Coriolis matrix along `u` is `-(u ·
u)` times the matrix itself. -/
theorem coriolis_cube (l : OrthonormalBasis κ ℝ (EuclideanSpace ℝ (ι × Fin 3)))
    (u : Fin 3 → ℝ) :
    coriolis ⇑l u ^ 3 = (-(u ⬝ᵥ u)) • coriolis ⇑l u := by
  have hJ : rotGen u * rotGen u * rotGen u = (-(u ⬝ᵥ u)) • rotGen u := by
    ext a b
    fin_cases a <;> fin_cases b <;>
      simp [rotGen, Matrix.mul_apply, Fin.sum_univ_three, dotProduct] <;> ring
  rw [pow_three', coriolis_eq, neg_mul_neg, inModes_mul, mul_neg, inModes_mul, hJ,
    (inModes_linear _ _ 0 _).2, smul_neg]
```

Q: What does \(\zeta^s(\zeta^s)^T\) mean physically?

A: It is a projector. Exchanging \(k\) and \(m\) reverses the cross product, so \((\zeta^s)^T=-\zeta^s\); this is `ht` in the proof. Therefore
\[
\zeta^s(\zeta^s)^T=-(\zeta^s)^2=-R(J(e_s)^2)=R(P_s),\qquad P_s=1-e_se_s^T.
\]
\(P_s\) deletes each atom's displacement along \(s\) and keeps the other two components. The code writes it as a diagonal matrix with a zero in position `s`.

```lean
/-- For an orthonormal basis of displacements, the product of the Coriolis matrix along a Cartesian
axis with its transpose represents the operation that removes the displacement of every atom along
that axis and keeps the other two components. -/
theorem coriolis_mul_transpose (l : OrthonormalBasis κ ℝ (EuclideanSpace ℝ (ι × Fin 3)))
    (s : Fin 3) :
    coriolis ⇑l (axis s) * (coriolis ⇑l (axis s))ᵀ
      = inModes ⇑l (Matrix.diagonal fun a => if a = s then 0 else 1) := by
  have ht : (coriolis ⇑l (axis s))ᵀ = -coriolis ⇑l (axis s) := by
    ext k m
    simp only [Matrix.transpose_apply, Matrix.neg_apply, coriolis, Matrix.of_apply,
      ← Finset.sum_neg_distrib]
    refine Finset.sum_congr rfl fun i _ => ?_
    rw [← cross_anticomm (displacement (l k) i) (displacement (l m) i), dotProduct_neg]
  have hJ : (Matrix.diagonal fun a => if a = s then (0 : ℝ) else 1)
      = (-1 : ℝ) • (rotGen (axis s) * rotGen (axis s)) := by
    ext a b
    fin_cases s <;> fin_cases a <;> fin_cases b <;>
      simp [rotGen, axis]
  rw [ht, mul_neg, coriolis_eq, neg_mul_neg, inModes_mul, hJ, (inModes_linear _ _ 0 _).2,
    neg_one_smul]
```

Q: Now read me the main theorem as a physicist would state it.

A: Take any orthonormal basis of the displacement space of \(N\) atoms. Then each Cartesian Coriolis matrix satisfies \((\zeta^s)^3=-\zeta^s\), the commutators are \([\zeta^x,\zeta^y]=-\zeta^z\) and its cyclic partners, and \(\sum_s\zeta^s(\zeta^s)^T=2\cdot1\).

The first two parts set \(u\) and \(v\) to unit vectors; `h01`, `h12` and `h20` are the right-handed products of the axes. For the sum rule, each direction survives two of the three projectors, so \(\sum_sP_s=2\cdot1\) (`hD`), and \(R(1)=M^TM=1\) (`h1`).

```lean
/-- For an orthonormal basis of displacements, the three Cartesian Coriolis matrices satisfy
`ζ³ = -ζ`, the commutation relations `[ζx, ζy] = -ζz` and cyclic, and the sum rule
`∑ ζ ζᵀ = 2`. -/
theorem coriolis_algebra (l : OrthonormalBasis κ ℝ (EuclideanSpace ℝ (ι × Fin 3))) :
    let ζ := fun s => coriolis ⇑l (axis s)
    (∀ s, ζ s ^ 3 = -ζ s) ∧
    ζ 0 * ζ 1 - ζ 1 * ζ 0 = -ζ 2 ∧
    ζ 1 * ζ 2 - ζ 2 * ζ 1 = -ζ 0 ∧
    ζ 2 * ζ 0 - ζ 0 * ζ 2 = -ζ 1 ∧
    ∑ s, ζ s * (ζ s)ᵀ = (2 : ℝ) • (1 : Matrix κ κ ℝ) := by
  have h01 : axis 0 ⨯₃ axis 1 = axis 2 := by
    ext a; fin_cases a <;> simp [axis, cross_apply]
  have h12 : axis 1 ⨯₃ axis 2 = axis 0 := by
    ext a; fin_cases a <;> simp [axis, cross_apply]
  have h20 : axis 2 ⨯₃ axis 0 = axis 1 := by
    ext a; fin_cases a <;> simp [axis, cross_apply, Pi.single_apply]
  refine ⟨fun s => ?_, ?_, ?_, ?_, ?_⟩
  · have hs : axis s ⬝ᵥ axis s = 1 := by simp [axis]
    simp only [coriolis_cube, hs, neg_one_smul]
  · simp only [coriolis_commutator, h01]
  · simp only [coriolis_commutator, h12]
  · simp only [coriolis_commutator, h20]
  · -- each direction of space is kept by two of the three projectors
    have hD : (Matrix.diagonal fun a : Fin 3 => if a = 0 then (0 : ℝ) else 1)
        + (Matrix.diagonal fun a => if a = 1 then 0 else 1)
        + (Matrix.diagonal fun a => if a = 2 then 0 else 1) = (2 : ℝ) • 1 := by
      ext a b
      fin_cases a <;> fin_cases b <;> simp <;> norm_num
    have h1 : inModes ⇑l 1 = 1 := by
      rw [inModes, Matrix.one_kronecker_one, Matrix.mul_one, (modeMatrix_orthogonal l).2]
    simp only [coriolis_mul_transpose, Fin.sum_univ_three]
    rw [← (inModes_linear _ _ _ 1).1, ← (inModes_linear _ _ _ 1).1, hD,
      (inModes_linear _ _ 0 _).2, h1]
```

Q: Is there a single number I could test?

A: The sum of all squared constants about one axis. It is the trace of \(\zeta^s(\zeta^s)^T\), and by cyclicity of the trace
\[
\sum_{k,m}(\zeta^s_{km})^2=\operatorname{tr}\big[MM^T(1\otimes P_s)\big]=N\operatorname{tr}P_s=2N.
\]
The sum runs over ordered pairs, so each pair of different modes counts twice.

```lean
/-- For an orthonormal basis of displacements, the squared Coriolis constants about one Cartesian
axis, summed over all ordered pairs of modes, give twice the number of atoms. -/
theorem coriolis_total (l : OrthonormalBasis κ ℝ (EuclideanSpace ℝ (ι × Fin 3)))
    (s : Fin 3) :
    ∑ k, ∑ m, coriolis ⇑l (axis s) k m ^ 2 = 2 * (Fintype.card ι : ℝ) := by
  have h1 : ∑ k, ∑ m, coriolis ⇑l (axis s) k m ^ 2
      = Matrix.trace (coriolis ⇑l (axis s) * (coriolis ⇑l (axis s))ᵀ) := by
    simp [Matrix.trace, Matrix.mul_apply, sq]
  have hs : ∑ a : Fin 3, (if a = s then (0 : ℝ) else 1) = 2 := by
    fin_cases s <;> simp [Fin.sum_univ_three] <;> norm_num
  rw [h1, coriolis_mul_transpose, inModes, Matrix.trace_mul_comm, ← Matrix.mul_assoc,
    (modeMatrix_orthogonal l).1, Matrix.one_mul, Matrix.trace_kronecker, Matrix.trace_one,
    Matrix.trace_diagonal, hs, mul_comm]
```

Q: Show me numbers.

A: Take one atom with its \(x\), \(y\) and \(z\) displacements as modes, in that order. Then
\[
\zeta^x=\begin{pmatrix}0&0&0\\0&0&1\\0&-1&0\end{pmatrix},\quad
\zeta^y=\begin{pmatrix}0&0&-1\\0&0&0\\1&0&0\end{pmatrix},\quad
\zeta^z=\begin{pmatrix}0&1&0\\-1&0&0\\0&0&0\end{pmatrix}.
\]
The product \(\zeta^x\zeta^y\) has a single nonzero entry, 1 in row 2, column 1. The product \(\zeta^y\zeta^x\) has a single 1 in row 1, column 2. Their difference is \(-\zeta^z\). The squared entries of \(\zeta^z\) add up to \(2=2N\).

Q: Suppose I discard the \(z\) displacement. The other two are still orthonormal.

A: They are, and the commutation relation fails. This is the pair called `planarModes`.

```lean
/-- The displacements of a single atom along x and along y. -/
def planarModes : Fin 2 → EuclideanSpace ℝ (Fin 1 × Fin 3) :=
  fun k => EuclideanSpace.single (0, ![0, 1] k) 1
```

The cross product of the two remaining modes points along \(z\), so \(\zeta^x\) and \(\zeta^y\) become zero and their commutator vanishes. But
\[
\zeta^z=\begin{pmatrix}0&1\\-1&0\end{pmatrix}
\]
does not. The nonzero entries of \(\zeta^x\zeta^y\) and \(\zeta^y\zeta^x\) came from passing through the \(z\) mode, which is now missing. The proof compares the entry in row 0, column 1, counting from zero: the left side gives 0 and the right side \(-1\).

```lean
/-- The x and y displacements of a single atom are orthonormal, yet their Coriolis matrices
violate `[ζx, ζy] = -ζz`. -/
theorem planarModes_not_algebra :
    Orthonormal ℝ planarModes ∧
    coriolis planarModes (axis 0) * coriolis planarModes (axis 1)
      - coriolis planarModes (axis 1) * coriolis planarModes (axis 0)
      ≠ -coriolis planarModes (axis 2) := by
  constructor
  · rw [orthonormal_iff_ite]
    intro k m
    fin_cases k <;> fin_cases m <;>
      simp [planarModes, EuclideanSpace.inner_single_left, Pi.single_apply]
  · intro h
    have h' := congrFun (congrFun h 0) 1
    simp [coriolis, Matrix.mul_apply, Fin.sum_univ_two, Fin.sum_univ_three, dotProduct,
      cross_apply, displacement, planarModes, axis, Pi.single_apply] at h'

end

end CoriolisAlgebra
```

```lean
#print axioms CoriolisAlgebra.coriolis_commutator
#print axioms CoriolisAlgebra.coriolis_algebra
#print axioms CoriolisAlgebra.coriolis_total
#print axioms CoriolisAlgebra.planarModes_not_algebra
```

```
'CoriolisAlgebra.coriolis_commutator' depends on axioms: [propext, Classical.choice, Quot.sound]
'CoriolisAlgebra.coriolis_algebra' depends on axioms: [propext, Classical.choice, Quot.sound]
'CoriolisAlgebra.coriolis_total' depends on axioms: [propext, Classical.choice, Quot.sound]
'CoriolisAlgebra.planarModes_not_algebra' depends on axioms: [propext, Classical.choice, Quot.sound]
```

Q: So what may I use this for in a rovibrational calculation?

A: Coriolis constants enter the kinetic energy operator through the vibrational angular momentum. With rectilinear normal coordinates, the identities give a consistency check on computed Coriolis constants, provided that the translations and rotations are kept and the whole set is orthonormal. They can't show that the vectors are the right normal modes, because every orthonormal basis satisfies them.
